# Slope, curvature and a strict-concavity criterion for the grand potential of finitely many states

To bring a model electrode to a prescribed mean charge, one adjusts the chemical potential \(\mu\) until the mean particle number reaches its target. A Newton search for \(\mu\) needs the slope of that mean, and the solution is unique if the mean increases strictly with \(\mu\). For a finite list of states with fixed energies, both points come down to the derivatives of the grand potential.

## The finite ensemble

The states form a finite type `ι`. State \(i\) has a real energy \(E_i\) and a particle number \(N_i\), which may be any real number. Neither depends on \(\mu\).

```lean
import Mathlib

open Finset

namespace GrandCanonicalConcavity

noncomputable section

variable {ι : Type*} [Fintype ι]
```

With inverse temperature \(\beta\), state \(i\) has the weight \(w_i(\mu)=e^{-\beta(E_i-\mu N_i)}\).

```lean
/-- Grand-canonical Boltzmann weight of state `i` at chemical potential `μ`. -/
def weight (β : ℝ) (E N : ι → ℝ) (μ : ℝ) (i : ι) : ℝ :=
  Real.exp (-β * (E i - μ * N i))
```

The partition sum is \(Z(\mu)=\sum_i w_i(\mu)\).

```lean
/-- Grand-canonical partition sum over all states. -/
def partitionSum (β : ℝ) (E N : ι → ℝ) (μ : ℝ) : ℝ :=
  ∑ i, weight β E N μ i
```

The grand potential is \(\Omega(\mu)=-\frac1\beta\ln Z(\mu)\).

```lean
/-- Grand potential `Ω(μ) = -(1/β) ln Z(μ)`, for `β ≠ 0` and a nonempty set of states. -/
def grandPotential (β : ℝ) (E N : ι → ℝ) (μ : ℝ) : ℝ :=
  -(1 / β) * Real.log (partitionSum β E N μ)
```

An observable is a real value \(f_i\) for each state, with mean \(\langle f\rangle=\frac1Z\sum_i f_i w_i\).

```lean
/-- Ensemble average of an observable `f`, for a nonempty set of states. -/
def mean (β : ℝ) (E N : ι → ℝ) (μ : ℝ) (f : ι → ℝ) : ℝ :=
  (∑ i, f i * weight β E N μ i) / partitionSum β E N μ
```

The variance is defined as the mean squared deviation, \(\mathrm{Var}(N)=\langle (N-\langle N\rangle)^2\rangle\), so its link to a derivative has to be proved.

```lean
/-- Mean squared deviation of the particle number from its average,
for a nonempty set of states. -/
def variance (β : ℝ) (E N : ι → ℝ) (μ : ℝ) : ℝ :=
  mean β E N μ (fun i => (N i - mean β E N μ N) ^ 2)
```

## (a) Differentiating a weighted sum

Show that, for any observable \(f\),
\[
\frac{d}{d\mu}\sum_i f_i w_i=\beta\sum_i f_iN_iw_i .
\]

**Solution.** The exponent \(-\beta E_i+\beta\mu N_i\) has derivative \(\beta N_i\), so the chain rule gives \(w_i'=\beta N_iw_i\). Multiply by \(f_i\) and add the finitely many terms.

In Lean, `HasDerivAt F a μ` says that `F` is differentiable at `μ` with derivative `a`. The step `h1` differentiates the exponent, `h1.exp` applies the chain rule, and `HasDerivAt.fun_sum` adds the terms.

```lean
/-- Differentiating a weighted sum of an observable with respect to `μ` inserts a factor
`β N i` in each term. -/
theorem hasDerivAt_weightedSum (β : ℝ) (E N f : ι → ℝ) (μ : ℝ) :
    HasDerivAt (fun x => ∑ i, f i * weight β E N x i)
      (β * ∑ i, f i * N i * weight β E N μ i) μ := by
  have h : ∀ i ∈ (univ : Finset ι), HasDerivAt (fun x => f i * weight β E N x i)
      (β * (f i * N i * weight β E N μ i)) μ := by
    intro i _
    have h1 : HasDerivAt (fun x : ℝ => -β * (E i - x * N i)) (β * N i) μ := by
      have h0 := (((hasDerivAt_id' μ).mul_const (N i)).const_sub (E i)).const_mul (-β)
      exact h0.congr_deriv (by ring)
    exact (h1.exp.const_mul (f i)).congr_deriv (by unfold weight; ring)
  rw [Finset.mul_sum]
  exact HasDerivAt.fun_sum h
```

## (b) Slope of the partition sum

Show that
\[
Z'(\mu)=\beta\sum_i N_iw_i .
\]

**Solution.** Take \(f_i=1\) for every state in (a).

```lean
/-- The derivative of the partition sum is `β` times the weighted sum of particle numbers. -/
theorem hasDerivAt_partitionSum (β : ℝ) (E N : ι → ℝ) (μ : ℝ) :
    HasDerivAt (partitionSum β E N) (β * ∑ i, N i * weight β E N μ i) μ := by
  have h := hasDerivAt_weightedSum β E N (fun _ => 1) μ
  simp only [one_mul] at h
  exact h
```

## (c) Sign of the partition sum

From here on there is at least one state. Show that \(Z(\mu)>0\).

**Solution.** Every \(w_i\) is an exponential, hence positive, and a nonempty finite sum of positive terms is positive. This permits the logarithm and the divisions by \(Z\) below.

```lean
variable [Nonempty ι]

/-- The partition sum of a nonempty set of states is positive. -/
theorem partitionSum_pos (β : ℝ) (E N : ι → ℝ) (μ : ℝ) : 0 < partitionSum β E N μ :=
  Finset.sum_pos (fun _ _ => Real.exp_pos _) univ_nonempty
```

## (d) Slope of the grand potential

For \(\beta\neq0\), show that
\[
\Omega'(\mu)=-\langle N\rangle .
\]

**Solution.** By (b),
\[
\Omega'=-\frac1\beta\,\frac{Z'}{Z}=-\frac1\beta\,\frac{\beta\sum_iN_iw_i}{Z}=-\langle N\rangle .
\]
The proof differentiates the logarithm with `.log hZ`, and `field_simp` cancels \(\beta\).

```lean
/-- The slope of the grand potential in `μ` is minus the mean particle number. -/
theorem hasDerivAt_grandPotential {β : ℝ} (hβ : β ≠ 0) (E N : ι → ℝ) (μ : ℝ) :
    HasDerivAt (grandPotential β E N) (-mean β E N μ N) μ := by
  have hZ := (partitionSum_pos β E N μ).ne'
  have h := ((hasDerivAt_partitionSum β E N μ).log hZ).const_mul (-(1 / β))
  exact h.congr_deriv (by unfold mean; field_simp)
```

## (e) Static response of an observable

Show that
\[
\frac{d\langle f\rangle}{d\mu}=\beta\big(\langle fN\rangle-\langle f\rangle\langle N\rangle\big).
\]

**Solution.** Put \(A=\sum_i f_iw_i\), so that \(\langle f\rangle=A/Z\). The quotient rule with (a) and (b) gives
\[
\frac{A'Z-AZ'}{Z^2}=\frac{\beta\sum_i f_iN_iw_i}{Z}-\frac{A}{Z}\,\frac{\beta\sum_iN_iw_i}{Z},
\]
which is the stated covariance times \(\beta\). In Lean the quotient rule is `fun_div`.

```lean
/-- Static response: the derivative of the average of any observable with respect to `μ` is
`β` times its covariance with the particle number. -/
theorem hasDerivAt_mean (β : ℝ) (E N f : ι → ℝ) (μ : ℝ) :
    HasDerivAt (fun x => mean β E N x f)
      (β * (mean β E N μ (fun i => f i * N i) - mean β E N μ f * mean β E N μ N)) μ := by
  have hZ := (partitionSum_pos β E N μ).ne'
  have h := (hasDerivAt_weightedSum β E N f μ).fun_div (hasDerivAt_partitionSum β E N μ) hZ
  exact h.congr_deriv (by unfold mean; field_simp)
```

## (f) Two forms of the variance

Show that
\[
\mathrm{Var}(N)=\langle N^2\rangle-\langle N\rangle^2 .
\]

**Solution.** Write \(m=\langle N\rangle\) and expand:
\[
\sum_i(N_i-m)^2w_i=\sum_iN_i^2w_i-2m\sum_iN_iw_i+m^2Z .
\]
Since \(\sum_iN_iw_i=mZ\), division by \(Z\) leaves \(\langle N^2\rangle-2m^2+m^2\). The expansion is `hsum`, and the relation for \(mZ\) is `hm`.

```lean
/-- The particle-number variance is the mean square minus the square of the mean. -/
theorem variance_eq (β : ℝ) (E N : ι → ℝ) (μ : ℝ) :
    variance β E N μ =
      mean β E N μ (fun i => N i * N i) - mean β E N μ N * mean β E N μ N := by
  have hZ := (partitionSum_pos β E N μ).ne'
  -- expand the square under the sum, for any reference value `m`
  have hsum : ∀ m : ℝ, ∑ i, (N i - m) ^ 2 * weight β E N μ i =
      ∑ i, N i * N i * weight β E N μ i - 2 * m * ∑ i, N i * weight β E N μ i
        + m ^ 2 * ∑ i, weight β E N μ i := by
    intro m
    rw [Finset.mul_sum, Finset.mul_sum, ← Finset.sum_sub_distrib, ← Finset.sum_add_distrib]
    exact Finset.sum_congr rfl (fun i _ => by ring)
  have hm : ∑ i, N i * weight β E N μ i = mean β E N μ N * partitionSum β E N μ :=
    (div_mul_cancel₀ _ hZ).symm
  have key : variance β E N μ = (∑ i, N i * N i * weight β E N μ i
      - 2 * mean β E N μ N * ∑ i, N i * weight β E N μ i
      + mean β E N μ N ^ 2 * partitionSum β E N μ) / partitionSum β E N μ :=
    congrArg (fun s => s / partitionSum β E N μ) (hsum (mean β E N μ N))
  have h2 : mean β E N μ (fun i => N i * N i) =
      (∑ i, N i * N i * weight β E N μ i) / partitionSum β E N μ := rfl
  rw [key, hm, h2]
  field_simp
  ring
```

## (g) When the particle number fluctuates

Show that
\[
\mathrm{Var}(N)>0\iff N_i\neq N_j\ \text{for some } i,j .
\]

**Solution.** If all \(N_i\) are equal, each equals the mean, every deviation vanishes, and the variance is zero. Conversely, if \(N_i\neq N_j\), they cannot both equal \(\langle N\rangle\). Some state \(k\) therefore deviates and contributes \((N_k-\langle N\rangle)^2w_k>0\), while no other term is negative. `Finset.sum_pos'` is this last argument.

```lean
/-- The particle number fluctuates exactly when two states have different particle numbers. -/
theorem variance_pos_iff (β : ℝ) (E N : ι → ℝ) (μ : ℝ) :
    0 < variance β E N μ ↔ ∃ i j, N i ≠ N j := by
  have hZ := partitionSum_pos β E N μ
  constructor
  · intro hpos
    by_contra h
    have hall : ∀ i j, N i = N j := fun i j => by_contra fun hij => h ⟨i, j, hij⟩
    have hm : ∀ i, mean β E N μ N = N i := by
      intro i
      unfold mean
      rw [div_eq_iff hZ.ne']
      unfold partitionSum
      rw [Finset.mul_sum]
      exact Finset.sum_congr rfl (fun k _ => by rw [hall k i])
    have hf : (fun i => (N i - mean β E N μ N) ^ 2) = fun _ => (0 : ℝ) :=
      funext fun i => by simp [hm i]
    have h0 : variance β E N μ = 0 := by
      rw [variance, hf]
      simp [mean]
    exact hpos.ne' h0
  · rintro ⟨i, j, hij⟩
    -- some state deviates from the mean, and its weight is positive
    obtain ⟨k, hk⟩ : ∃ k, N k ≠ mean β E N μ N := by
      by_contra h
      have hall : ∀ k, N k = mean β E N μ N := fun k => by_contra fun hk => h ⟨k, hk⟩
      exact hij ((hall i).trans (hall j).symm)
    have hk2 : 0 < (N k - mean β E N μ N) ^ 2 := by
      have := sub_ne_zero.mpr hk
      positivity
    have hs : 0 < ∑ i, (N i - mean β E N μ N) ^ 2 * weight β E N μ i :=
      Finset.sum_pos' (fun _ _ => mul_nonneg (sq_nonneg _) (Real.exp_pos _).le)
        ⟨k, mem_univ k, mul_pos hk2 (Real.exp_pos _)⟩
    exact div_pos hs hZ
```

## (h) Equal particle numbers

Let \(\beta\neq0\) and \(N_i=n\) for all \(i\). Show that
\[
\Omega(\mu)=\Omega(0)-n\mu .
\]

**Solution.** Each weight acquires the same factor, so \(Z(\mu)=e^{\beta\mu n}Z(0)\). Taking the logarithm and multiplying by \(-1/\beta\) gives the line. The factorisation is `hZ`.

```lean
/-- If every state has the same particle number `n`, the grand potential is a straight line
in `μ` with slope `-n`. -/
theorem grandPotential_affine {β : ℝ} (hβ : β ≠ 0) (E N : ι → ℝ) {n : ℝ}
    (h : ∀ i, N i = n) (μ : ℝ) :
    grandPotential β E N μ = grandPotential β E N 0 - n * μ := by
  have hZ : partitionSum β E N μ = Real.exp (β * μ * n) * partitionSum β E N 0 := by
    unfold partitionSum weight
    rw [Finset.mul_sum]
    refine Finset.sum_congr rfl fun i _ => ?_
    rw [← Real.exp_add, h i]
    congr 1
    ring
  unfold grandPotential
  rw [hZ, Real.log_mul (Real.exp_pos _).ne' (partitionSum_pos β E N 0).ne', Real.log_exp]
  field_simp
  ring
```

## (i) Curvature and strict concavity

Let \(\beta>0\), that is, let the reservoir have a positive temperature. Show that, besides the slope in (d),
\[
\Omega''(\mu)=-\beta\,\mathrm{Var}(N)\le0,
\]
\[
\Omega\ \text{strictly concave on }\mathbb R\iff N_i\neq N_j\ \text{for some } i,j .
\]

**Solution.** Differentiate \(\Omega'=-\langle N\rangle\) using (e) with \(f=N\), then apply (f). The sign follows because the variance is a mean of squares.

If all \(N_i=n\), then by (h) both \(\Omega(\tfrac12)\) and \(\tfrac12(\Omega(0)+\Omega(1))\) equal \(\Omega(0)-n/2\). Strict concavity would require the first to be larger.

If two particle numbers differ, (g) gives \(\Omega''<0\) everywhere, so \(\Omega'\) is strictly decreasing. For \(a<c<b\), the mean value theorem then makes the chord slope on \([a,c]\) larger than that on \([c,b]\), which places \(\Omega(c)\) above the chord from \(a\) to \(b\).

In the statement, the second derivative is the derivative of `deriv (grandPotential β E N)`, and `Set.univ` is the whole \(\mu\) axis. The midpoint comparison is `hmid`; `strictAnti_of_deriv_neg` and `StrictAntiOn.strictConcaveOn_of_deriv` carry out the converse.

```lean
/-- The grand potential has first derivative `-⟨N⟩` and second derivative `-β Var(N) ≤ 0`, and
it is strictly concave in `μ` exactly when two states have different particle numbers. -/
theorem grandPotential_derivatives_and_strictConcavity {β : ℝ} (hβ : 0 < β) (E N : ι → ℝ) :
    (∀ μ, HasDerivAt (grandPotential β E N) (-mean β E N μ N) μ) ∧
    (∀ μ, HasDerivAt (deriv (grandPotential β E N)) (-(β * variance β E N μ)) μ ∧
      -(β * variance β E N μ) ≤ 0) ∧
    (StrictConcaveOn ℝ Set.univ (grandPotential β E N) ↔ ∃ i j, N i ≠ N j) := by
  have h1 := hasDerivAt_grandPotential hβ.ne' E N
  have hd : deriv (grandPotential β E N) = fun μ => -mean β E N μ N :=
    funext fun μ => (h1 μ).deriv
  have h2 : ∀ μ, HasDerivAt (deriv (grandPotential β E N)) (-(β * variance β E N μ)) μ := by
    intro μ
    rw [hd, variance_eq]
    exact (hasDerivAt_mean β E N N μ).fun_neg
  refine ⟨h1, fun μ => ⟨h2 μ, ?_⟩, ?_, ?_⟩
  · have hv : 0 ≤ variance β E N μ :=
      div_nonneg (Finset.sum_nonneg fun _ _ => mul_nonneg (sq_nonneg _) (Real.exp_pos _).le)
        (partitionSum_pos β E N μ).le
    exact neg_nonpos.mpr (mul_nonneg hβ.le hv)
  · -- equal particle numbers give a straight line, which fails at the midpoint of 0 and 1
    intro hc
    by_contra h
    have hall : ∀ i, N i = N (Classical.arbitrary ι) :=
      fun i => by_contra fun hi => h ⟨i, _, hi⟩
    have aff := grandPotential_affine hβ.ne' E N hall
    have hmid := hc.2 (Set.mem_univ (0 : ℝ)) (Set.mem_univ (1 : ℝ)) zero_ne_one
      (show (0 : ℝ) < 1 / 2 by norm_num) (show (0 : ℝ) < 1 / 2 by norm_num) (by norm_num)
    simp only [smul_eq_mul] at hmid
    rw [aff 1, aff (1 / 2 * 0 + 1 / 2 * 1)] at hmid
    linarith
  · -- a positive variance makes the slope strictly decreasing
    intro hN
    have hanti : StrictAnti (deriv (grandPotential β E N)) := by
      apply strictAnti_of_deriv_neg
      intro μ
      rw [(h2 μ).deriv]
      exact neg_neg_of_pos (mul_pos hβ ((variance_pos_iff β E N μ).2 hN))
    have hcont : Continuous (grandPotential β E N) :=
      continuous_iff_continuousAt.2 fun μ => (h1 μ).continuousAt
    exact StrictAntiOn.strictConcaveOn_of_deriv convex_univ hcont.continuousOn
      (hanti.strictAntiOn _)

end

end GrandCanonicalConcavity
```

```lean
#print axioms GrandCanonicalConcavity.grandPotential_derivatives_and_strictConcavity
-- 'GrandCanonicalConcavity.grandPotential_derivatives_and_strictConcavity' depends on axioms: [propext, Classical.choice, Quot.sound]
```

## Fluctuations as a slope, one state, and negative β

In this finite model with energies independent of \(\mu\), the slope \(d\langle N\rangle/d\mu\) needed for the Newton step is \(\beta\,\mathrm{Var}(N)\), which can be estimated from number fluctuations sampled at fixed \(\mu\). Infinite state spaces, the thermodynamic limit and energies that respond to \(\mu\) are not covered.

With a single state of energy \(E\) and particle number \(N\), \(\Omega=E-\mu N\): the variance is zero and strict concavity fails.

The sign of \(\beta\) matters. Take two states with \(E=0\) and \(N=0,1\), and set \(\beta=-1\). Then \(\Omega(\mu)=\ln(1+e^{-\mu})\), whose second derivative \(e^{-\mu}/(1+e^{-\mu})^2\) is positive, so \(\Omega\) is strictly convex although the particle numbers differ.
